# A finite-index supercell lattice comes from one wave vector exactly when its translation quotient is cyclic

Take a crystal with primitive lattice vectors \(a_i\), \(i=0,\dots,d-1\), and reciprocal vectors \(b_i\) with \(a_i\cdot b_j=2\pi\delta_{ij}\). An integer vector \(n\) labels the translation \(\sum_i n_i a_i\), and a real vector \(q\) labels the wave vector \(\sum_i q_i b_i\). Under the translation \(n\) the wave gains the phase \(2\pi\,q\cdot n\), where \(q\cdot n=\sum_i q_i n_i\). The translations that leave it unchanged form the group

\[
H_q=\{n\in\mathbb Z^d : q\cdot n\in\mathbb Z\}.
\]

A supercell lattice is here any subgroup \(H\) of \(\mathbb Z^d\), read as the translations that repeat a supercell. It has finite index when the quotient \(\mathbb Z^d/H\) is finite; the order of the quotient is then the number of primitive cells in one supercell.

## Which supercells a single wave can select

For \(H\) of finite index,

\[
\text{there is a real } q \text{ with } H=H_q
\quad\Longleftrightarrow\quad
\mathbb Z^d/H \text{ is cyclic.}
\]

For a diagonal supercell with positive edge lengths \(N_i\), such a \(q\) exists exactly when the \(N_i\) are pairwise coprime. A \(2\times3\) supercell therefore comes from one wave vector, and a \(2\times2\) supercell does not.

## Choosing the cell for a frozen phonon

A frozen-phonon calculation places a displacement wave in a periodic cell, so every lattice vector of that cell must have integer \(q\cdot n\). For one commensurate wave, \(H_q\) gives the smallest cell that meets this condition.

For \(q=(1/4,1/4)\), the condition is that \(n_0+n_1\) be a multiple of 4. The calculation can use the supercell vectors \((1,-1)\) and \((0,4)\), which enclose 4 primitive cells, where the diagonal \(4\times4\) supercell has 16.

The \(2\times2\) supercell accommodates the waves \((1/2,0)\), \((0,1/2)\) and \((1/2,1/2)\) together. Each of them alone needs only two primitive cells.

## From integer phases to a cyclic group, and back

**A wave gives a cyclic quotient.** Let \(H_q\) have finite index and let \(N\) be the order of \(\mathbb Z^d/H_q\). Multiplying any class by \(N\) gives zero, so \(Ne_i\in H_q\) for each unit translation \(e_i\). Hence \(Nq_i=p_i\) is an integer, and \(q_i=p_i/N\).

The integers \(\varphi(n)=\sum_i p_i n_i\) form a subgroup of \(\mathbb Z\), which is generated by one of its elements, say \(\varphi(n^*)\). For any \(n\) there is an integer \(k\) with \(\varphi(n)=k\varphi(n^*)\). Then

\[
q\cdot(n-kn^*)=\frac{\varphi(n)-k\varphi(n^*)}{N}=0,
\]

so \(n\) and \(kn^*\) lie in the same class. The class of \(n^*\) generates the quotient.

**A cyclic quotient gives a wave.** Let \(g\) generate the finite group \(\mathbb Z^d/H\), and now let \(N\) be the order of \(g\). Write the class of \(e_i\) as \(p_i g\). The class of \(n\) is then \((\sum_i p_i n_i)g\), which vanishes exactly when \(N\) divides \(\sum_i p_i n_i\). With \(q_i=p_i/N\), this says that \(n\in H\) exactly when \(q\cdot n\in\mathbb Z\).

## Coprime edges of a diagonal supercell

Suppose that \(q\) selects the diagonal supercell, and take \(i\ne j\). Since \(N_ie_i\) and \(N_je_j\) belong to it, \(a=q_iN_i\) and \(b=q_jN_j\) are integers. Let \(g\) now denote \(\gcd(N_i,N_j)\), and write \(N_i=gu\), \(N_j=gv\). Then

\[
q\cdot(bu\,e_i-av\,e_j)=\frac{ba-ab}{g}=0.
\]

This translation is therefore in the supercell lattice, so \(gv\) divides \(av\), and \(a=gc\) for an integer \(c\). Now \(q\cdot(ue_i)=a/g=c\) is an integer, so \(ue_i\) is in the lattice too. Thus \(gu\) divides \(u\), which forces \(g=1\).

Conversely, let the \(N_i\) be pairwise coprime and set \(q_i=1/N_i\). If each \(N_i\) divides \(n_i\), then \(q\cdot n\) is a sum of integers. If instead \(\sum_i n_i/N_i=m\) is given to be an integer, fix \(k\) and put \(P=\prod_{i\ne k}N_i\). Multiplication by \(N_kP\) gives

\[
n_kP=N_k\Bigl(mP-\sum_{i\ne k}n_i\frac{P}{N_i}\Bigr).
\]

Every \(P/N_i\) in the sum is an integer, so \(N_k\) divides \(n_kP\). As \(N_k\) is coprime to \(P\), it divides \(n_k\).

## The Lean source

```lean
import Mathlib

open Finset

namespace SingleWaveSupercell

noncomputable section

variable {d : ℕ}

/-- The phase `q·n`, in units of `2π`, that a wave with reduced wave vector `q` gains
under the lattice translation `n`. -/
def phase (q : Fin d → ℝ) : (Fin d → ℤ) →+ ℝ where
  toFun n := ∑ i, q i * (n i : ℝ)
  map_zero' := by simp
  map_add' a b := by simp [mul_add, Finset.sum_add_distrib]

/-- The supercell lattice of the wave vector `q`: all lattice translations `n` for which
`q·n` is an integer. -/
def waveSupercell (q : Fin d → ℝ) : AddSubgroup (Fin d → ℤ) where
  carrier := {n | ∃ m : ℤ, phase q n = m}
  zero_mem' := ⟨0, by simp⟩
  add_mem' := by
    rintro a b ⟨m, hm⟩ ⟨k, hk⟩
    exact ⟨m + k, by rw [map_add, hm, hk, Int.cast_add]⟩
  neg_mem' := by
    rintro a ⟨m, hm⟩
    exact ⟨-m, by rw [map_neg, hm, Int.cast_neg]⟩

/-- The diagonal supercell lattice with edge lengths `N i`: the `i`-th component of each translation
is a multiple of `N i`. -/
def diagonalSupercell (N : Fin d → ℕ) : AddSubgroup (Fin d → ℤ) where
  carrier := {n | ∀ i, (N i : ℤ) ∣ n i}
  zero_mem' := fun _ => dvd_zero _
  add_mem' := fun ha hb i => dvd_add (ha i) (hb i)
  neg_mem' := fun ha i => (dvd_neg).2 (ha i)

/-- Under a translation by `k` cells along axis `i`, the wave gains the phase `q i * k`, in units of
`2π`. -/
theorem phase_single (q : Fin d → ℝ) (i : Fin d) (k : ℤ) :
    phase q (Pi.single i k) = q i * k := by
  change ∑ j, q j * ((Pi.single i k : Fin d → ℤ) j : ℝ) = _
  rw [Finset.sum_eq_single i]
  · simp
  · intro j _ hj
    simp [hj]
  · intro h
    exact absurd (Finset.mem_univ i) h

/-- A translation belongs to the supercell lattice of `q` exactly when its Bloch factor
`exp(2πi q·n)` equals one. -/
theorem mem_iff_bloch_factor (q : Fin d → ℝ) (n : Fin d → ℤ) :
    n ∈ waveSupercell q ↔
      Complex.exp (2 * Real.pi * Complex.I * (phase q n : ℂ)) = 1 := by
  rw [Complex.exp_eq_one_iff]
  constructor
  · rintro ⟨m, hm⟩
    exact ⟨m, by rw [hm]; push_cast; ring⟩
  · rintro ⟨m, hm⟩
    have h := mul_left_cancel₀ Complex.two_pi_I_ne_zero (hm.trans (mul_comm _ _))
    exact ⟨m, by exact_mod_cast h⟩

/-- For a wave vector `p/N` with integer numerators, the phase of `n` is `(p·n)/N`. -/
theorem phase_rational (q : Fin d → ℝ) (p : Fin d → ℤ) (N : ℕ)
    (h : ∀ i, q i = p i / N) (n : Fin d → ℤ) :
    phase q n = ((∑ i, p i * n i : ℤ) : ℝ) / N := by
  change ∑ i, q i * (n i : ℝ) = _
  push_cast
  rw [Finset.sum_div]
  exact Finset.sum_congr rfl fun i _ => by rw [h i]; ring

/-- If the supercell lattice of `q` has finite index, then `q` is commensurate: its
components are fractions with a common positive denominator. -/
theorem commensurate_of_finiteIndex (q : Fin d → ℝ) [(waveSupercell q).FiniteIndex] :
    ∃ N : ℕ, 0 < N ∧ ∃ p : Fin d → ℤ, ∀ i, q i = p i / N := by
  have hpos : 0 < Nat.card ((Fin d → ℤ) ⧸ waveSupercell q) := Nat.card_pos
  have h : ∀ i, ∃ m : ℤ, phase q (Nat.card ((Fin d → ℤ) ⧸ waveSupercell q) •
      (Pi.single i 1 : Fin d → ℤ)) = m := by
    intro i
    change _ ∈ waveSupercell q
    rw [← QuotientAddGroup.eq_zero_iff, QuotientAddGroup.mk_nsmul]
    exact card_nsmul_eq_zero'
  choose p hp using h
  refine ⟨_, hpos, p, fun i => ?_⟩
  have hi := hp i
  rw [map_nsmul, phase_single, nsmul_eq_mul, Int.cast_one] at hi
  rw [eq_div_iff (Nat.cast_ne_zero.2 hpos.ne')]
  linear_combination hi

/-- If the supercell lattice of one wave vector has finite index, the group of
translations modulo the supercell is cyclic. -/
theorem cyclic_of_wave (q : Fin d → ℝ) [(waveSupercell q).FiniteIndex] :
    IsAddCyclic ((Fin d → ℤ) ⧸ waveSupercell q) := by
  obtain ⟨N, _, p, hp⟩ := commensurate_of_finiteIndex q
  obtain ⟨φ, hφ⟩ : ∃ φ : (Fin d → ℤ) →+ ℤ, ∀ n, phase q n = (φ n : ℝ) / N :=
    ⟨AddMonoidHom.mk' (fun n => ∑ i, p i * n i)
      (by intro a b; simp [mul_add, Finset.sum_add_distrib]), phase_rational q p N hp⟩
  -- the values of `φ` are the multiples of its value at one translation `n₀`
  obtain ⟨⟨g, n₀, hn₀⟩, hg⟩ := IsAddCyclic.exists_generator (α := φ.range)
  refine ⟨⟨(n₀ : (Fin d → ℤ) ⧸ waveSupercell q), fun x => ?_⟩⟩
  obtain ⟨n, rfl⟩ := QuotientAddGroup.mk_surjective x
  obtain ⟨k, hk⟩ := AddSubgroup.mem_zmultiples_iff.1 (hg ⟨φ n, n, rfl⟩)
  have hk' : k • φ n₀ = φ n := by
    rw [hn₀]
    exact congrArg Subtype.val hk
  refine ⟨k, ?_⟩
  change ((k • n₀ : Fin d → ℤ) : (Fin d → ℤ) ⧸ waveSupercell q) = n
  rw [QuotientAddGroup.eq]
  exact ⟨0, by rw [hφ, map_add, map_neg, map_zsmul, hk']; simp⟩

/-- A finite-index supercell lattice with cyclic translation quotient is the supercell
lattice of some wave vector. -/
theorem exists_wave_of_cyclic (H : AddSubgroup (Fin d → ℤ)) [H.FiniteIndex]
    (hc : IsAddCyclic ((Fin d → ℤ) ⧸ H)) : ∃ q : Fin d → ℝ, waveSupercell q = H := by
  obtain ⟨g, hg⟩ := hc.exists_generator
  have h : ∀ i, ∃ k : ℤ, k • g = QuotientAddGroup.mk' H (Pi.single i 1) :=
    fun i => AddSubgroup.mem_zmultiples_iff.1 (hg _)
  choose p hp using h
  -- the class of `n` is `p·n` times the generator
  have key : ∀ n : Fin d → ℤ, (n : (Fin d → ℤ) ⧸ H) = (∑ i, p i * n i) • g := by
    intro n
    have hn : n = ∑ i, n i • (Pi.single i 1 : Fin d → ℤ) := by
      ext j
      simp [Finset.sum_apply, Pi.single_apply]
    calc (n : (Fin d → ℤ) ⧸ H)
        = QuotientAddGroup.mk' H (∑ i, n i • (Pi.single i 1 : Fin d → ℤ)) :=
          congrArg (QuotientAddGroup.mk' H) hn
      _ = ∑ i, n i • QuotientAddGroup.mk' H (Pi.single i 1) := by
          rw [map_sum]
          exact Finset.sum_congr rfl fun i _ => map_zsmul _ _ _
      _ = ∑ i, (p i * n i) • g :=
          Finset.sum_congr rfl fun i _ => by rw [← hp i, mul_comm, mul_smul]
      _ = (∑ i, p i * n i) • g := Finset.sum_smul.symm
  have hN : (addOrderOf g : ℝ) ≠ 0 := Nat.cast_ne_zero.2 (addOrderOf_pos g).ne'
  refine ⟨fun i => p i / addOrderOf g, ?_⟩
  ext n
  have hph := phase_rational (fun i => (p i : ℝ) / addOrderOf g) p _ (fun _ => rfl) n
  have hH : n ∈ H ↔ (addOrderOf g : ℤ) ∣ ∑ i, p i * n i :=
    (QuotientAddGroup.eq_zero_iff n).symm.trans
      (by rw [key n, addOrderOf_dvd_iff_zsmul_eq_zero])
  rw [hH]
  constructor
  · rintro ⟨m, hm⟩
    rw [hph, div_eq_iff hN] at hm
    exact Dvd.intro_left m (by exact_mod_cast hm.symm)
  · rintro ⟨m, hm⟩
    exact ⟨m, by rw [hph, hm]; push_cast; field_simp⟩

/-- A finite-index supercell lattice `H` consists of the translations with integer `q·n`,
for some real wave vector `q`, exactly when the quotient of `ℤ^d` by `H` is cyclic. -/
theorem single_wave_iff_cyclic (H : AddSubgroup (Fin d → ℤ)) [H.FiniteIndex] :
    (∃ q : Fin d → ℝ, waveSupercell q = H) ↔ IsAddCyclic ((Fin d → ℤ) ⧸ H) := by
  constructor
  · rintro ⟨q, rfl⟩
    exact cyclic_of_wave q
  · exact exists_wave_of_cyclic H

/-- A diagonal supercell lattice with positive edge lengths `N i` is that of some wave vector
exactly when the edge lengths are pairwise coprime. -/
theorem diagonal_iff_coprime (N : Fin d → ℕ) (hN : ∀ i, 0 < N i) :
    (∃ q : Fin d → ℝ, waveSupercell q = diagonalSupercell N) ↔
      ∀ i j, i ≠ j → Nat.Coprime (N i) (N j) := by
  have hR : ∀ i, (N i : ℝ) ≠ 0 := fun i => Nat.cast_ne_zero.2 (hN i).ne'
  constructor
  · rintro ⟨q, hq⟩ i j hij
    have mem : ∀ n, (∃ m : ℤ, phase q n = m) ↔ ∀ k, (N k : ℤ) ∣ n k := by
      intro n
      change n ∈ waveSupercell q ↔ n ∈ diagonalSupercell N
      rw [hq]
    have hs : ∀ k, ∃ a : ℤ, q k * (N k : ℝ) = a := by
      intro k
      obtain ⟨a, ha⟩ := (mem (Pi.single k (N k : ℤ))).2 (by
        intro l
        by_cases h : l = k
        · subst h
          simp
        · simp [h])
      rw [phase_single] at ha
      exact ⟨a, by exact_mod_cast ha⟩
    obtain ⟨a, ha⟩ := hs i
    obtain ⟨b, hb⟩ := hs j
    obtain ⟨u, hu⟩ := Nat.gcd_dvd_left (N i) (N j)
    obtain ⟨v, hv⟩ := Nat.gcd_dvd_right (N i) (N j)
    change Nat.gcd (N i) (N j) = 1
    have hg : Nat.gcd (N i) (N j) ≠ 0 := (Nat.gcd_pos_of_pos_left _ (hN i)).ne'
    generalize Nat.gcd (N i) (N j) = g at hu hv hg ⊢
    have hu0 : (u : ℤ) ≠ 0 := by
      intro h
      have h' : u = 0 := by exact_mod_cast h
      exact (hN i).ne' (by rw [hu, h', mul_zero])
    have hv0 : (v : ℤ) ≠ 0 := by
      intro h
      have h' : v = 0 := by exact_mod_cast h
      exact (hN j).ne' (by rw [hv, h', mul_zero])
    have hgR : (g : ℝ) ≠ 0 := Nat.cast_ne_zero.2 hg
    rw [hu, Nat.cast_mul] at ha
    rw [hv, Nat.cast_mul] at hb
    -- a translation in the plane of the two axes whose phase vanishes
    have h0 : phase q (Pi.single i (b * u) - Pi.single j (a * v)) = ((0 : ℤ) : ℝ) := by
      rw [map_sub, phase_single, phase_single]
      push_cast
      apply mul_left_cancel₀ hgR
      linear_combination (b : ℝ) * ha - (a : ℝ) * hb
    have dj : (N j : ℤ) ∣ a * v := by
      have h := (mem _).1 ⟨0, h0⟩ j
      rwa [Pi.sub_apply, Pi.single_eq_of_ne hij.symm, Pi.single_eq_same, zero_sub,
        dvd_neg] at h
    obtain ⟨c, hc⟩ := dj
    rw [hv, Nat.cast_mul] at hc
    have hac : a = g * c := mul_right_cancel₀ hv0 (by linear_combination hc)
    -- hence `u` cells along axis `i` already close the phase
    have h1 : phase q (Pi.single i (u : ℤ)) = (c : ℝ) := by
      rw [phase_single]
      rw [hac] at ha
      push_cast at ha ⊢
      apply mul_left_cancel₀ hgR
      linear_combination ha
    have di := (mem _).1 ⟨c, h1⟩ i
    rw [Pi.single_eq_same] at di
    obtain ⟨e, he⟩ := di
    rw [hu, Nat.cast_mul] at he
    have hge : (g : ℤ) * e = 1 := mul_left_cancel₀ hu0 (by linear_combination -he)
    have hg1 : (g : ℤ) ∣ 1 := ⟨e, hge.symm⟩
    exact Nat.dvd_one.1 (by exact_mod_cast hg1)
  · intro h
    refine ⟨fun i => 1 / (N i : ℝ), ?_⟩
    ext n
    constructor
    · rintro ⟨m, hm⟩ k
      -- clear all denominators except the one of axis `k`
      obtain ⟨P, hP⟩ : ∃ P : ℕ, P = ∏ i ∈ univ.erase k, N i := ⟨_, rfl⟩
      have hc : ∀ i, ∃ c : ℤ, i ≠ k → 1 / (N i : ℝ) * n i * P = c := by
        intro i
        by_cases hik : i = k
        · exact ⟨0, fun h' => absurd hik h'⟩
        · obtain ⟨t, ht⟩ : N i ∣ P := by
            rw [hP]
            exact Finset.dvd_prod_of_mem N (Finset.mem_erase.2 ⟨hik, mem_univ i⟩)
          refine ⟨t * n i, fun _ => ?_⟩
          have hi := hR i
          rw [ht]
          push_cast
          field_simp
      choose c hc using hc
      have hs : (∑ i ∈ univ.erase k, 1 / (N i : ℝ) * n i) * P
          = ((∑ i ∈ univ.erase k, c i : ℤ) : ℝ) := by
        rw [Finset.sum_mul, Int.cast_sum]
        exact Finset.sum_congr rfl fun i hi => hc i (Finset.ne_of_mem_erase hi)
      have hsplit : 1 / (N k : ℝ) * n k + ∑ i ∈ univ.erase k, 1 / (N i : ℝ) * n i = m :=
        (Finset.add_sum_erase univ (fun i => 1 / (N i : ℝ) * (n i : ℝ))
          (mem_univ k)).trans hm
      have e : (N k : ℝ) * (1 / (N k : ℝ) * n k) = n k := by
        rw [← mul_assoc, mul_one_div_cancel (hR k), one_mul]
      have hk : (n k : ℝ) * P
          = N k * (m * P - ((∑ i ∈ univ.erase k, c i : ℤ) : ℝ)) := by
        rw [← hs, ← hsplit]
        linear_combination -(P : ℝ) * e
      have hdvd : (N k : ℤ) ∣ n k * P :=
        ⟨m * P - ∑ i ∈ univ.erase k, c i, by exact_mod_cast hk⟩
      have hcop : Nat.Coprime (N k) P := by
        rw [hP]
        exact Nat.Coprime.prod_right fun i hi => h k i (Finset.ne_of_mem_erase hi).symm
      exact (Nat.isCoprime_iff_coprime.2 hcop).dvd_of_dvd_mul_right hdvd
    · intro hn
      have hn' : ∀ i, ∃ t : ℤ, n i = N i * t := hn
      choose t ht using hn'
      refine ⟨∑ i, t i, ?_⟩
      change ∑ i, 1 / (N i : ℝ) * (n i : ℝ) = _
      rw [Int.cast_sum]
      refine Finset.sum_congr rfl fun i _ => ?_
      rw [ht i, Int.cast_mul, Int.cast_natCast, ← mul_assoc, one_div_mul_cancel (hR i),
        one_mul]

end

end SingleWaveSupercell
```

```lean
#print axioms SingleWaveSupercell.mem_iff_bloch_factor
-- 'SingleWaveSupercell.mem_iff_bloch_factor' depends on axioms: [propext, Classical.choice, Quot.sound]
#print axioms SingleWaveSupercell.single_wave_iff_cyclic
-- 'SingleWaveSupercell.single_wave_iff_cyclic' depends on axioms: [propext, Classical.choice, Quot.sound]
#print axioms SingleWaveSupercell.diagonal_iff_coprime
-- 'SingleWaveSupercell.diagonal_iff_coprime' depends on axioms: [propext, Classical.choice, Quot.sound]
```

## Translations, phases and quotients in Lean

A translation has type `Fin d → ℤ`, and a wave vector has type `Fin d → ℝ`. The additive map `phase q` sends \(n\) to \(q\cdot n\), which is the phase in units of \(2\pi\), and `waveSupercell q` is \(H_q\). The theorem `mem_iff_bloch_factor` identifies its members as the translations with Bloch factor \(e^{2\pi i q\cdot n}=1\).

In `single_wave_iff_cyclic`, `H` is any subgroup of translations, `[H.FiniteIndex]` says that the supercell contains finitely many primitive cells, and `IsAddCyclic` says that one class generates the quotient. The theorem `diagonal_iff_coprime` treats `diagonalSupercell N`, with `hN` requiring positive edge lengths.

The proof has these parts:

- `phase_single` evaluates the phase along one axis, and `phase_rational` puts the phase over a common denominator.
- `commensurate_of_finiteIndex` obtains \(Ne_i\in H_q\) from `card_nsmul_eq_zero'`; `choose` collects the integers \(p_i\).
- `cyclic_of_wave` takes a generator of `φ.range`. The translation \(n^*\) is called `n₀` there, and `QuotientAddGroup.eq` turns equality of classes into membership of a difference in \(H_q\).
- `exists_wave_of_cyclic` proves the formula for the class of \(n\) as `key`, then uses `addOrderOf_dvd_iff_zsmul_eq_zero` for the divisibility condition. `single_wave_iff_cyclic` joins the two directions.
- `diagonal_iff_coprime` argues directly with divisibility. Its steps `h0` and `h1` are the zero phase and the integer phase \(c\) above; `linear_combination` checks the algebra. In the converse, `Nat.Coprime.prod_right` shows that \(N_k\) is coprime to \(P\).

## Incommensurate waves, several waves and rounded input

Finite index matters for the implication from a wave to a cyclic quotient. For \(q=(\sqrt2,1/2)\), the number \(q\cdot n\) is an integer only if \(n_0=0\) and \(n_1\) is even. The quotient is \(\mathbb Z\times\mathbb Z/2\), which is infinite and not cyclic. Physically, the wave is incommensurate along one axis and has period two along the other.

The theorems guarantee that a suitable \(q\) exists, but not that it is unique: adding an integer vector to \(q\) leaves \(H_q\) unchanged, and in one dimension the physically different waves \(q=1/5\) and \(q=2/5\) both select the supercell of five primitive cells. They concern exact real components, so they give no tolerance for deciding whether a floating-point phase is an integer.

The step from this model to a material is the assumption that the modulation is a single wave of Bloch form. A distortion that combines \((1/2,0)\) and \((0,1/2)\) can have the \(2\times2\) supercell as its true period, although no single wave vector selects that supercell.
